# Stoner transition of a rectangular d band: zero moment below $I = W/5$, saturated moment above

## Two electrons in a rectangular band

Take a d band of width $W$ that holds up to five electrons of each spin, with its levels spread evenly in energy, and put two electrons per atom into it. Without polarisation each spin has one electron. These fill the lowest fifth of the band, from $-W/2$ to $-3W/10$ measured from the band centre. Their mean energy is $-2W/5$, so the band energy is $-4W/5$ in total.

Now turn one spin over. One spin species holds two electrons, which fill the band up to $-W/10$ with mean energy $-3W/10$, and the other is empty. The band energy is $-3W/5$, so the polarisation has cost $W/5$. If a moment $m$ gains the exchange energy $-Im^2/4$, then $m = 2$ gains $I$. The total change is $W/5 - I$, and its sign depends only on whether $I$ is below or above $W/5$.

For this band shape both the cost and the gain are exactly proportional to $m^2$. An intermediate moment therefore never beats both ends of the range, and the same threshold holds at every partial filling.

## The band and its exchange energy

The density of states per spin is

$$D(\varepsilon) = \begin{cases} 5/W, & |\varepsilon| \le W/2,\\ 0, & \text{otherwise,}\end{cases}\qquad W > 0.$$

Let $N$ be the number of d electrons per atom and $m$ the difference between the two spin occupations, which are then $(N+m)/2$ and $(N-m)/2$. With a spin $g$-factor of 2, $m$ is the moment in Bohr magnetons. Each spin fills its levels from the bottom up to its own Fermi level, as at zero temperature.

The exchange energy $-Im^2/4$ is postulated. The Stoner parameter $I$ stands for the intra-atomic exchange that favours parallel spins, treated in mean field. The bands keep their shape when the moment changes, and the moment is collinear.

## What is proved about the ground moment

In Lean, `dos W ε` is $D(\varepsilon)$, defined on the whole energy axis. The functions `filling W μ` and `bandEnergy W μ` are the integrals of $D(\varepsilon)$ and $\varepsilon D(\varepsilon)$ from the lower band edge to the level $\mu$. The set `moments N` contains the $m$ for which both spin occupations lie in $[0,5]$, and `totalEnergy W I N m` adds the two band energies and the exchange term. `IsGroundMoment W I N m` says that $m$ is admissible and that no admissible moment has lower total energy.

All the energy results assume $W > 0$. Write $E(m)$ for the total energy at fixed $W$, $I$ and $N$.

- `mem_moments_iff`: the admissible moments are those with $|m| \le \min(N, 10-N)$.
- `totalEnergy_eq`: for these moments, $E(m) = E(0) + (W/20 - I/4)\,m^2$.
- `ground_iff_of_weak`: if $0 \le N \le 10$ and $I < W/5$, the only ground moment is $m = 0$.
- `ground_iff_of_strong`: if $0 \le N \le 10$ and $I > W/5$, the ground moments are exactly those with $|m| = \min(N, 10-N)$.
- `ground_iff_of_critical`: if $I = W/5$, every admissible moment is a ground moment.
- `stoner_criterion`: if $0 < N < 10$, then $m = 0$ fails to be a ground moment exactly when $I\,D(\varepsilon_F) > 1$, where $\varepsilon_F$ is the Fermi level of the unpolarised state.

The density of states in the criterion is the one per spin. The total density of states, $10/W$, would put the threshold at half its correct value.

The strict bounds on $N$ in the last theorem matter. An empty or full band admits only $m = 0$, which is then the ground moment however large $I$ is, although $D$ still equals $5/W$ at the band edge.

The Stoner criterion is used in electronic structure theory to judge whether a nonmagnetic metal is unstable towards ferromagnetism; here it is established for the rectangular band with mean-field exchange only. For a general density of states it tests the curvature of the energy at $m = 0$, and higher powers of $m$ can favour a partial moment or a jump to a distant minimum. In the rectangular band there are no higher powers, so the curvature settles the global minimum too.

## From the density of states to the quadratic law

**Fermi level.** For a level $\mu$ inside the band, the number of electrons of one spin is

$$n = \int_{-W/2}^{\mu} \frac{5}{W}\,d\varepsilon = \frac{5}{W}\left(\mu + \frac{W}{2}\right), \qquad\text{so}\qquad \mu = \frac{Wn}{5} - \frac{W}{2}.$$

As $n$ runs from 0 to 5, $\mu$ runs from the lower to the upper band edge.

**Band energy of one spin.** With this $\mu$,

$$\int_{-W/2}^{\mu} \frac{5}{W}\,\varepsilon\,d\varepsilon = \frac{5}{2W}\left(\mu + \frac{W}{2}\right)\left(\mu - \frac{W}{2}\right) = \frac{5}{2W}\cdot\frac{Wn}{5}\left(\frac{Wn}{5} - W\right) = \frac{Wn^2}{10} - \frac{Wn}{2}.$$

**Both spins.** The occupations $(N \pm m)/2$ add up to $N$, and their squares add up to $(N^2 + m^2)/2$. Hence

$$E(m) = \frac{W(N^2 + m^2)}{20} - \frac{WN}{2} - \frac{I m^2}{4} = E(0) + \left(\frac{W}{20} - \frac{I}{4}\right)m^2.$$

**Range of the moment.** The conditions $0 \le N + m \le 10$ and $0 \le N - m \le 10$ give $-N \le m \le 10 - N$ and $N - 10 \le m \le N$. Together they say $|m| \le \min(N, 10-N)$.

**Minimum.** The coefficient of $m^2$ is positive for $I < W/5$, and then $m = 0$ is the unique minimiser. It is negative for $I > W/5$, and then the energy is lowest where $m^2$ is largest, at $|m| = \min(N, 10-N)$. It vanishes at $I = W/5$, where the energy doesn't depend on the admissible moment.

**Criterion.** For $0 < N < 10$ the unpolarised Fermi level $\varepsilon_F = WN/10 - W/2$ lies inside the band, so $D(\varepsilon_F) = 5/W$, and $I\,D(\varepsilon_F) > 1$ means $I > W/5$. In that case the saturated moment is nonzero and has lower energy than $m = 0$. For $I \le W/5$ the state $m = 0$ is a minimiser, at equality one of many.

## Why the minimum is taken over admissible moments only

A plausible slip in formalising the model is to minimise `totalEnergy` over every real $m$, since the function is defined there. Once $|m|$ is large, one Fermi level lies above the band and the other below it. Because $D$ vanishes outside the band, both band energies are then zero, while $-Im^2/4$ keeps falling. For any $I > 0$ the energy would have no minimum, even in the weak-exchange regime where the true ground moment is zero. The condition `m ∈ moments N`, together with the restriction of the competitors $m'$ to the same set, prevents this.

## The Lean file

```lean
import Mathlib

open Set

namespace RectangularStonerModel

noncomputable section

/-- Density of states per spin of a rectangular d band of width `W` centred at zero energy. -/
def dos (W ε : ℝ) : ℝ := if |ε| ≤ W / 2 then 5 / W else 0

/-- Number of electrons of one spin when the band is filled up to the level `μ`. -/
def filling (W μ : ℝ) : ℝ := ∫ ε in (-(W / 2))..μ, dos W ε

/-- Band energy of the electrons of one spin when the band is filled up to the level `μ`. -/
def bandEnergy (W μ : ℝ) : ℝ := ∫ ε in (-(W / 2))..μ, ε * dos W ε

/-- The level `W n / 5 - W / 2`, measured from the band centre. -/
def fermiLevel (W n : ℝ) : ℝ := W * n / 5 - W / 2

/-- Moments `m` for which both spin occupations `(N + m) / 2` and `(N - m) / 2`
lie between 0 and 5. -/
def moments (N : ℝ) : Set ℝ :=
  {m | (N + m) / 2 ∈ Icc (0 : ℝ) 5 ∧ (N - m) / 2 ∈ Icc (0 : ℝ) 5}

/-- Total energy at filling `N` and moment `m`: the band energies of the two spins
and the exchange energy `-I m² / 4`. -/
def totalEnergy (W I N m : ℝ) : ℝ :=
  bandEnergy W (fermiLevel W ((N + m) / 2)) + bandEnergy W (fermiLevel W ((N - m) / 2))
    - I / 4 * m ^ 2

/-- An admissible moment that minimises the total energy among all admissible moments. -/
def IsGroundMoment (W I N m : ℝ) : Prop :=
  m ∈ moments N ∧ ∀ m' ∈ moments N, totalEnergy W I N m ≤ totalEnergy W I N m'

/-- Between the lower band edge and a level inside the band, the density of states is `5 / W`. -/
theorem dos_below_level {W μ ε : ℝ} (hμ : |μ| ≤ W / 2) (hε : ε ∈ uIcc (-(W / 2)) μ) :
    dos W ε = 5 / W := by
  rw [uIcc_of_le (abs_le.mp hμ).1] at hε
  exact if_pos (abs_le.mpr ⟨hε.1, hε.2.trans (abs_le.mp hμ).2⟩)

/-- For a level `μ` inside the band, the band filled up to `μ` holds `n` electrons of one spin
exactly when `μ` is `fermiLevel W n`. -/
theorem filling_eq_iff {W μ n : ℝ} (hW : 0 < W) (hμ : |μ| ≤ W / 2) :
    filling W μ = n ↔ μ = fermiLevel W n := by
  have hw : W⁻¹ * W = 1 := inv_mul_cancel₀ hW.ne'
  -- the integrand is constant up to the level μ
  have hc : ∫ ε in (-(W / 2))..μ, dos W ε = ∫ _ε in (-(W / 2))..μ, (5 / W) := by
    apply intervalIntegral.integral_congr
    intro ε hε
    exact dos_below_level hμ hε
  have h : filling W μ = 5 / W * (μ + W / 2) := by
    unfold filling
    rw [hc, intervalIntegral.integral_const, smul_eq_mul]
    ring
  rw [h]
  unfold fermiLevel
  constructor
  · intro e
    linear_combination (W * e - 5 * (μ + W / 2) * hw) / 5
  · intro e
    linear_combination 5 / W * e + n * hw

/-- The band energy of `n` electrons of one spin is `W n² / 10 - W n / 2`. -/
theorem bandEnergy_fermiLevel {W n : ℝ} (hW : 0 < W) (h0 : 0 ≤ n) (h5 : n ≤ 5) :
    bandEnergy W (fermiLevel W n) = W * n ^ 2 / 10 - W * n / 2 := by
  have hw : W⁻¹ * W = 1 := inv_mul_cancel₀ hW.ne'
  -- the Fermi level lies inside the band
  have hμ : |fermiLevel W n| ≤ W / 2 := by
    have h1 := mul_nonneg hW.le h0
    have h2 := mul_le_mul_of_nonneg_left h5 hW.le
    unfold fermiLevel
    exact abs_le.mpr ⟨by linarith, by linarith⟩
  have hc : ∫ ε in (-(W / 2))..(fermiLevel W n), ε * dos W ε
      = ∫ ε in (-(W / 2))..(fermiLevel W n), ε * (5 / W) := by
    apply intervalIntegral.integral_congr
    intro ε hε
    exact congrArg (fun x => ε * x) (dos_below_level hμ hε)
  unfold bandEnergy
  rw [hc, intervalIntegral.integral_mul_const, integral_id]
  unfold fermiLevel
  linear_combination (W * n ^ 2 / 10 - W * n / 2) * hw

/-- The admissible moments are those with `|m| ≤ min (N, 10 - N)`. -/
theorem mem_moments_iff {N m : ℝ} : m ∈ moments N ↔ |m| ≤ min N (10 - N) := by
  simp only [moments, Set.mem_ofPred_eq, mem_Icc, le_min_iff, abs_le]
  constructor
  · rintro ⟨⟨a, b⟩, ⟨c, d⟩⟩
    exact ⟨⟨by linarith, by linarith⟩, ⟨by linarith, by linarith⟩⟩
  · rintro ⟨⟨a, b⟩, ⟨c, d⟩⟩
    exact ⟨⟨by linarith, by linarith⟩, ⟨by linarith, by linarith⟩⟩

/-- The total energy is exactly quadratic in the admissible moment,
with coefficient `W / 20 - I / 4`. -/
theorem totalEnergy_eq {W N m : ℝ} (I : ℝ) (hW : 0 < W) (hm : m ∈ moments N) :
    totalEnergy W I N m = totalEnergy W I N 0 + (W / 20 - I / 4) * m ^ 2 := by
  obtain ⟨⟨a, b⟩, ⟨c, d⟩⟩ := hm
  unfold totalEnergy
  rw [bandEnergy_fermiLevel (n := (N + m) / 2) hW a b,
    bandEnergy_fermiLevel (n := (N - m) / 2) hW c d,
    bandEnergy_fermiLevel (n := (N + 0) / 2) hW (by linarith) (by linarith),
    bandEnergy_fermiLevel (n := (N - 0) / 2) hW (by linarith) (by linarith)]
  ring

/-- For `I < W / 5` the only ground moment is zero. -/
theorem ground_iff_of_weak {W I N m : ℝ} (hW : 0 < W) (h0 : 0 ≤ N) (h10 : N ≤ 10)
    (hI : I < W / 5) : IsGroundMoment W I N m ↔ m = 0 := by
  have hz : (0 : ℝ) ∈ moments N :=
    mem_moments_iff.2 (by rw [abs_zero]; exact le_min h0 (by linarith))
  have hc : 0 < W / 20 - I / 4 := by linarith
  constructor
  · rintro ⟨hm, hmin⟩
    by_contra hne
    have h1 := hmin 0 hz
    have h2 := totalEnergy_eq I hW hm
    have h3 : 0 < (W / 20 - I / 4) * m ^ 2 := by positivity
    linarith
  · rintro rfl
    refine ⟨hz, fun m' hm' => ?_⟩
    have h2 := totalEnergy_eq I hW hm'
    have h3 : 0 ≤ (W / 20 - I / 4) * m' ^ 2 := by positivity
    linarith

/-- For `I > W / 5` the ground moments are exactly those of the largest admissible
magnitude, `min (N, 10 - N)`. -/
theorem ground_iff_of_strong {W I N m : ℝ} (hW : 0 < W) (h0 : 0 ≤ N) (h10 : N ≤ 10)
    (hI : W / 5 < I) : IsGroundMoment W I N m ↔ |m| = min N (10 - N) := by
  have hM : 0 ≤ min N (10 - N) := le_min h0 (by linarith)
  have hs : min N (10 - N) ∈ moments N := mem_moments_iff.2 (abs_of_nonneg hM).le
  have hc : 0 < I / 4 - W / 20 := by linarith
  constructor
  · rintro ⟨hm, hmin⟩
    refine le_antisymm (mem_moments_iff.1 hm) ?_
    by_contra hlt
    -- an unsaturated moment could still lower its energy
    have hsq : m ^ 2 < (min N (10 - N)) ^ 2 := by
      rw [← sq_abs m]
      nlinarith [abs_nonneg m, not_le.mp hlt]
    have h1 := hmin _ hs
    have h2 := totalEnergy_eq I hW hm
    have h3 := totalEnergy_eq I hW hs
    have h4 := mul_pos hc (sub_pos.mpr hsq)
    linarith
  · intro h
    have hm : m ∈ moments N := mem_moments_iff.2 h.le
    refine ⟨hm, fun m' hm' => ?_⟩
    have hsq : m' ^ 2 ≤ m ^ 2 := sq_le_sq.mpr (h ▸ mem_moments_iff.1 hm')
    have h2 := totalEnergy_eq I hW hm
    have h3 := totalEnergy_eq I hW hm'
    have h4 := mul_nonneg hc.le (sub_nonneg.mpr hsq)
    linarith

/-- At `I = W / 5` every admissible moment is a ground moment. -/
theorem ground_iff_of_critical {W N m : ℝ} (hW : 0 < W) :
    IsGroundMoment W (W / 5) N m ↔ m ∈ moments N := by
  refine ⟨fun h => h.1, fun hm => ⟨hm, fun m' hm' => ?_⟩⟩
  have h2 := totalEnergy_eq (W / 5) hW hm
  have h3 := totalEnergy_eq (W / 5) hW hm'
  have hc : W / 20 - W / 5 / 4 = 0 := by ring
  rw [hc, zero_mul] at h2 h3
  linarith

/-- Stoner criterion: in a partly filled band, zero moment fails to be a ground moment exactly
when `I` times the density of states per spin at the unpolarised Fermi level exceeds one. -/
theorem stoner_criterion {W I N : ℝ} (hW : 0 < W) (h0 : 0 < N) (h10 : N < 10) :
    ¬ IsGroundMoment W I N 0 ↔ 1 < I * dos W (fermiLevel W (N / 2)) := by
  have hμ : |fermiLevel W (N / 2)| ≤ W / 2 := by
    have h1 := mul_pos hW h0
    have h2 := mul_lt_mul_of_pos_left h10 hW
    unfold fermiLevel
    exact abs_le.mpr ⟨by linarith, by linarith⟩
  have hd : dos W (fermiLevel W (N / 2)) = 5 / W := if_pos hμ
  rw [hd, show I * (5 / W) = 5 * I / W by ring, one_lt_div hW]
  constructor
  · intro h
    by_contra hc
    have hle : I ≤ W / 5 := by linarith [not_lt.mp hc]
    rcases hle.lt_or_eq with hlt | heq
    · exact h ((ground_iff_of_weak hW h0.le h10.le hlt).2 rfl)
    · apply h
      rw [heq]
      refine (ground_iff_of_critical hW).2 (mem_moments_iff.2 ?_)
      rw [abs_zero]
      exact le_min h0.le (by linarith)
  · intro h hg
    have hsat := (ground_iff_of_strong hW h0.le h10.le (by linarith)).1 hg
    have hpos : 0 < min N (10 - N) := lt_min h0 (by linarith)
    rw [abs_zero] at hsat
    linarith

end

end RectangularStonerModel
```

```lean
#print axioms RectangularStonerModel.filling_eq_iff
#print axioms RectangularStonerModel.stoner_criterion
```

```
'RectangularStonerModel.filling_eq_iff' depends on axioms: [propext, Classical.choice, Quot.sound]
'RectangularStonerModel.stoner_criterion' depends on axioms: [propext, Classical.choice, Quot.sound]
```

## How the proof follows the derivation

**The integrals.** The density of states is defined by cases, so it must first be shown to be constant over the range of integration. `dos_below_level` does this for every energy between the lower band edge and a level inside the band. With it, `intervalIntegral.integral_congr` replaces the integrand by $5/W$ in `filling_eq_iff` and by $\varepsilon \cdot 5/W$ in `bandEnergy_fermiLevel`. Mathlib's formulas for the integrals of a constant and of the identity then apply. The remaining algebra is closed by `linear_combination`, with the relation $W^{-1}W = 1$ supplied as `hw`.

`filling_eq_iff` is an equivalence: for a level $\mu$ inside the band, the band filled up to $\mu$ holds $n$ electrons of one spin exactly when $\mu$ equals `fermiLevel W n`. The later proofs don't call it. Its role is to justify the definition of `fermiLevel`, which `totalEnergy` uses directly. In `bandEnergy_fermiLevel` the bounds $0 \le n \le 5$ serve to show that this level lies inside the band.

**The quadratic law.** `totalEnergy_eq` unpacks the admissibility of $m$ into the four bounds on the spin occupations. It rewrites four band energies, two at moment $m$ and two at moment zero, and `ring` carries out the addition of squares. `mem_moments_iff` splits the absolute value and the minimum into linear inequalities, which `linarith` settles in both directions.

**The minimisers.** Each of the three regimes is an equivalence, so all minimisers are identified.

In `ground_iff_of_weak`, a nonzero ground moment is compared with $m = 0$. The term $(W/20 - I/4)\,m^2$ is then strictly positive, which contradicts minimality. Conversely, the same term is nonnegative for every competitor, so zero is a minimiser.

In `ground_iff_of_strong`, the comparison is with the saturated moment $\min(N, 10-N)$. If $|m|$ were smaller, then $m^2$ would be smaller too, which `nlinarith` derives, and the saturated moment would have lower energy. In the other direction, `sq_le_sq` turns the bound on $|m'|$ into $m'^2 \le m^2$ for every competitor $m'$.

In `ground_iff_of_critical`, the coefficient is shown to be zero, and all admissible energies coincide with $E(0)$.

**The criterion.** `stoner_criterion` first evaluates the density of states at the unpolarised Fermi level and rewrites the inequality as $W < 5I$. If that inequality fails, then $I < W/5$ or $I = W/5$, and the weak or the critical theorem makes $m = 0$ a ground moment. If it holds, the strong theorem would force a ground moment $m = 0$ to satisfy $0 = \min(N, 10-N)$, which is impossible for a partly filled band.
